# With both spins present in fixed numbers, the ground states of a nearest-neighbour ferromagnetic Ising ring are single blocks, 4J/N per site above bulk

If the energy per site of a small phase-separated periodic cell is read as that of the separated bulk phases, the cost of the interfaces is mistaken for a bulk energy. For a ring of N Ising spins sᵢ = ±1 with energy −J Σᵢ sᵢ sᵢ₊₁, J > 0, and fixed nonzero numbers of plus and minus spins, that error in the ground state is exactly 4J/N.

In Lean 4 with Mathlib:

```lean
import Mathlib

open Finset

namespace IsingRingPhaseSeparation

noncomputable section

variable {N : ℕ} [NeZero N]

/-- The spin at site `i` when `A` is the set of plus sites: `+1` on `A` and `-1` elsewhere. -/
def spin (A : Finset (ZMod N)) (i : ZMod N) : ℝ := if i ∈ A then 1 else -1

/-- The nearest-neighbour Ising energy `-J ∑ s_i s_(i+1)` on a ring of `N` sites. -/
def energy (J : ℝ) (A : Finset (ZMod N)) : ℝ :=
  -J * ∑ i, spin A i * spin A (i + 1)

/-- The left walls: plus sites whose left neighbour is a minus site. -/
def leftWalls (A : Finset (ZMod N)) : Finset (ZMod N) := A.filter (fun i => i - 1 ∉ A)

/-- The block of plus sites `a, a + 1, ..., a + n - 1`, taken around the ring. -/
def block (a : ZMod N) (n : ℕ) : Finset (ZMod N) :=
  (range n).image (fun k : ℕ => a + (k : ZMod N))

variable (N) in
/-- The configurations with `n` plus spins whose energy is lowest among all
configurations with `n` plus spins. -/
def groundStates (J : ℝ) (n : ℕ) : Set (Finset (ZMod N)) :=
  {A | A.card = n ∧ ∀ B : Finset (ZMod N), B.card = n → energy J A ≤ energy J B}

/-- The energy of any configuration is `-JN` plus `4J` for each left wall. -/
theorem energy_eq (J : ℝ) (A : Finset (ZMod N)) :
    energy J A = -J * N + 4 * J * (leftWalls A).card := by
  have hs : ∑ i, spin A (i + 1) = ∑ i, spin A i :=
    Equiv.sum_comp (Equiv.addRight (1 : ZMod N)) (spin A)
  have hc : ((leftWalls A).card : ℝ) = ∑ i, if i ∈ leftWalls A then (1 : ℝ) else 0 := by
    simp
  have ht : ∑ i, (if i + 1 ∈ leftWalls A then (1 : ℝ) else 0)
      = ∑ i, if i ∈ leftWalls A then (1 : ℝ) else 0 :=
    Equiv.sum_comp (Equiv.addRight (1 : ZMod N))
      (fun i => if i ∈ leftWalls A then (1 : ℝ) else 0)
  -- the bond identity; its last bracket telescopes around the ring
  have hp : ∀ i, spin A i * spin A (i + 1)
      = 1 - 4 * (if i + 1 ∈ leftWalls A then (1 : ℝ) else 0)
        + (spin A (i + 1) - spin A i) := by
    intro i
    by_cases h : i ∈ A <;> by_cases h' : i + 1 ∈ A <;>
      norm_num [spin, leftWalls, h, h']
  have hsum : ∑ i, spin A i * spin A (i + 1) = N - 4 * ((leftWalls A).card : ℝ) := by
    rw [Finset.sum_congr rfl (fun i _ => hp i), Finset.sum_add_distrib,
      Finset.sum_sub_distrib, Finset.sum_sub_distrib, ← Finset.mul_sum, ht, hs, ← hc]
    simp [ZMod.card]
  unfold energy
  rw [hsum]
  ring

omit [NeZero N] in
/-- Two site labels below `N` that name the same site of the ring are equal. -/
theorem label_inj {k l : ℕ} (hk : k < N) (hl : l < N) (h : (k : ZMod N) = (l : ZMod N)) :
    k = l := by
  have h' := congrArg ZMod.val h
  rwa [ZMod.val_natCast_of_lt hk, ZMod.val_natCast_of_lt hl] at h'

/-- If both spin directions are present, there is at least one left wall. -/
theorem leftWalls_nonempty {A : Finset (ZMod N)} (h0 : 0 < A.card) (hN : A.card < N) :
    (leftWalls A).Nonempty := by
  by_contra h
  rw [Finset.not_nonempty_iff_eq_empty] at h
  have step : ∀ i ∈ A, i - 1 ∈ A := by
    intro i hi
    by_contra hn
    have hm : i ∈ leftWalls A := Finset.mem_filter.mpr ⟨hi, hn⟩
    simp [h] at hm
  obtain ⟨a, ha⟩ := Finset.card_pos.mp h0
  -- without a wall, walking left from a plus site fills the ring
  have walk : ∀ k : ℕ, a - (k : ZMod N) ∈ A := by
    intro k
    induction k with
    | zero => simpa using ha
    | succ k ih =>
      have h1 := step _ ih
      rwa [show a - ((k + 1 : ℕ) : ZMod N) = a - k - 1 by push_cast; ring]
  have hu : A = univ := Finset.eq_univ_iff_forall.mpr fun x => by
    have h1 := walk (a - x).val
    rwa [ZMod.natCast_zmod_val, sub_sub_cancel] at h1
  rw [hu, Finset.card_univ, ZMod.card] at hN
  exact lt_irrefl _ hN

omit [NeZero N] in
/-- A block of length `n ≤ N` contains exactly `n` plus spins. -/
theorem card_block (a : ZMod N) {n : ℕ} (hn : n ≤ N) : (block a n).card = n := by
  unfold block
  rw [Finset.card_image_of_injOn, Finset.card_range]
  intro k hk l hl h
  have hk' := Finset.mem_range.mp (Finset.mem_coe.mp hk)
  have hl' := Finset.mem_range.mp (Finset.mem_coe.mp hl)
  have h' : a + (k : ZMod N) = a + (l : ZMod N) := h
  exact label_inj (by omega) (by omega) (add_left_cancel h')

omit [NeZero N] in
/-- The only left wall of a block with `0 < n < N` is its first site. -/
theorem leftWalls_block (a : ZMod N) {n : ℕ} (h0 : 0 < n) (hN : n < N) :
    leftWalls (block a n) = {a} := by
  ext x
  simp only [leftWalls, block, Finset.mem_filter, Finset.mem_image, Finset.mem_range,
    Finset.mem_singleton]
  constructor
  · rintro ⟨⟨k, hk, rfl⟩, hx⟩
    rcases k with _ | k
    · simp
    · exact (hx ⟨k, by omega, by push_cast; ring⟩).elim
  · intro hx
    rw [hx]
    refine ⟨⟨0, h0, by simp⟩, ?_⟩
    rintro ⟨k, hk, h⟩
    have h1 : ((k + 1 : ℕ) : ZMod N) = ((0 : ℕ) : ZMod N) := by
      push_cast
      linear_combination h
    have h2 := label_inj (by omega) (by omega) h1
    omega

/-- A configuration with exactly one left wall is a single block. -/
theorem exists_eq_block {A : Finset (ZMod N)} (h : (leftWalls A).card = 1) :
    ∃ a, A = block a A.card := by
  obtain ⟨e, he⟩ := Finset.card_eq_one.mp h
  have step : ∀ i ∈ A, i ≠ e → i - 1 ∈ A := by
    intro i hi hne
    by_contra hn
    have hm : i ∈ leftWalls A := Finset.mem_filter.mpr ⟨hi, hn⟩
    rw [he, Finset.mem_singleton] at hm
    exact hne hm
  -- every site between the wall and a plus site is plus
  have down : ∀ k : ℕ, k < N → e + (k : ZMod N) ∈ A → ∀ j ≤ k, e + (j : ZMod N) ∈ A := by
    intro k
    induction k with
    | zero =>
      intro _ hm j hj
      obtain rfl : j = 0 := by omega
      exact hm
    | succ k ih =>
      intro hk hm j hj
      rcases Nat.lt_or_ge k j with hlt | hle
      · obtain rfl : j = k + 1 := by omega
        exact hm
      · refine ih (by omega) ?_ j hle
        have hne : e + ((k + 1 : ℕ) : ZMod N) ≠ e := by
          intro hh
          have h1 : ((k + 1 : ℕ) : ZMod N) = ((0 : ℕ) : ZMod N) := by
            rw [Nat.cast_zero]
            linear_combination hh
          have h2 := label_inj hk (by omega) h1
          omega
        have h3 := step _ hm hne
        rwa [show e + ((k + 1 : ℕ) : ZMod N) - 1 = e + k by push_cast; ring] at h3
  have hA : A.card ≤ N := by
    have h1 := Finset.card_le_univ A
    rwa [ZMod.card] at h1
  refine ⟨e, Finset.eq_of_subset_of_card_le ?_ (card_block e hA).le⟩
  intro x hx
  have hval : e + (((x - e).val : ℕ) : ZMod N) = x := by
    rw [ZMod.natCast_zmod_val]
    ring
  have hlt := ZMod.val_lt (x - e)
  have hsub : block e ((x - e).val + 1) ⊆ A := by
    intro y hy
    obtain ⟨j, hj, rfl⟩ := Finset.mem_image.mp hy
    have hj' := Finset.mem_range.mp hj
    exact down _ hlt (by rw [hval]; exact hx) j (by omega)
  have hc := Finset.card_le_card hsub
  have hb := card_block e (n := (x - e).val + 1) (by omega)
  exact Finset.mem_image.mpr ⟨(x - e).val, Finset.mem_range.mpr (by omega), hval⟩

/-- For `J > 0` and `0 < n < N` plus spins, the minimum energy is `-JN + 4J`; the
ground states are exactly the single blocks, and there are `N` of them. -/
theorem phase_separation {J : ℝ} (hJ : 0 < J) {n : ℕ} (h0 : 0 < n) (hN : n < N) :
    IsLeast {E | ∃ A : Finset (ZMod N), A.card = n ∧ energy J A = E} (-J * N + 4 * J) ∧
    groundStates N J n = Set.range (fun a : ZMod N => block a n) ∧
    (groundStates N J n).ncard = N := by
  have hblock : ∀ a : ZMod N, energy J (block a n) = -J * N + 4 * J := by
    intro a
    rw [energy_eq, leftWalls_block a h0 hN]
    simp
  have hmin : ∀ B : Finset (ZMod N), B.card = n → -J * N + 4 * J ≤ energy J B := by
    intro B hB
    have h1 : (1 : ℝ) ≤ (leftWalls B).card := by
      exact_mod_cast Finset.card_pos.mpr
        (leftWalls_nonempty (A := B) (by omega) (by omega))
    rw [energy_eq]
    nlinarith
  have hset : groundStates N J n = Set.range (fun a : ZMod N => block a n) := by
    ext A
    constructor
    · rintro ⟨hA, hle⟩
      -- comparison with a block leaves room for one left wall only
      have h1 := hle _ (card_block 0 hN.le)
      rw [hblock 0, energy_eq] at h1
      have hpos := Finset.card_pos.mpr
        (leftWalls_nonempty (A := A) (by omega) (by omega))
      have h2 : ((leftWalls A).card : ℝ) ≤ 1 :=
        le_of_mul_le_mul_left
          (by linarith : 4 * J * ((leftWalls A).card : ℝ) ≤ 4 * J * 1) (by positivity)
      have h3 : (leftWalls A).card ≤ 1 := by exact_mod_cast h2
      obtain ⟨a, ha⟩ := exists_eq_block (by omega : (leftWalls A).card = 1)
      rw [hA] at ha
      exact ⟨a, ha.symm⟩
    · rintro ⟨a, rfl⟩
      exact ⟨card_block a hN.le, fun B hB => (hblock a).trans_le (hmin B hB)⟩
  refine ⟨⟨⟨block 0 n, card_block 0 hN.le, hblock 0⟩, ?_⟩, hset, ?_⟩
  · rintro E ⟨B, hB, rfl⟩
    exact hmin B hB
  · -- a block determines its first site, so different first sites give different blocks
    have hinj : Function.Injective (fun a : ZMod N => block a n) := by
      intro a b hab
      have h := congrArg leftWalls hab
      simp only [leftWalls_block _ h0 hN] at h
      exact Finset.singleton_injective h
    rw [hset, ← Set.image_univ, Set.ncard_image_of_injective _ hinj, Set.ncard_univ,
      Nat.card_zmod]

/-- For `J > 0` and `0 < n < N`, a configuration with `n` plus spins that is not a ground
state has energy at least `-JN + 8J`. -/
theorem excitation_gap {J : ℝ} (hJ : 0 < J) {n : ℕ} (h0 : 0 < n) (hN : n < N)
    {A : Finset (ZMod N)} (hA : A.card = n) (hex : A ∉ groundStates N J n) :
    -J * N + 8 * J ≤ energy J A := by
  have hpos := Finset.card_pos.mpr (leftWalls_nonempty (A := A) (by omega) (by omega))
  have hne : (leftWalls A).card ≠ 1 := by
    intro h1
    obtain ⟨a, ha⟩ := exists_eq_block h1
    rw [hA] at ha
    apply hex
    rw [(phase_separation hJ h0 hN).2.1]
    exact ⟨a, ha.symm⟩
  have h2 : (2 : ℝ) ≤ (leftWalls A).card := by
    exact_mod_cast (by omega : 2 ≤ (leftWalls A).card)
  rw [energy_eq]
  nlinarith

/-- For `J > 0` and `0 < n < N`, the energy per site of a ground state exceeds that of the
uniform plus and minus rings, weighted by `n/N` and `1 - n/N`, by `4J/N`. -/
theorem interface_excess {J : ℝ} (hJ : 0 < J) {n : ℕ} (h0 : 0 < n) (hN : n < N)
    {A : Finset (ZMod N)} (hA : A ∈ groundStates N J n) :
    energy J A / N - ((n / N : ℝ) * (energy J (univ : Finset (ZMod N)) / N)
      + (1 - n / N : ℝ) * (energy J (∅ : Finset (ZMod N)) / N)) = 4 * J / N := by
  have hu : energy J (univ : Finset (ZMod N)) = -J * N := by
    rw [energy_eq]
    simp [leftWalls]
  have he : energy J (∅ : Finset (ZMod N)) = -J * N := by
    rw [energy_eq]
    simp [leftWalls]
  rw [(phase_separation hJ h0 hN).2.1] at hA
  obtain ⟨a, ha⟩ := hA
  have hE : energy J A = -J * N + 4 * J := by
    have ha' : block a n = A := ha
    rw [← ha', energy_eq, leftWalls_block a h0 hN]
    simp
  rw [hE, hu, he]
  ring

end

end IsingRingPhaseSeparation
```

```lean
#print axioms IsingRingPhaseSeparation.phase_separation
#print axioms IsingRingPhaseSeparation.excitation_gap
#print axioms IsingRingPhaseSeparation.interface_excess
```

```
'IsingRingPhaseSeparation.phase_separation' depends on axioms: [propext, Classical.choice, Quot.sound]
'IsingRingPhaseSeparation.excitation_gap' depends on axioms: [propext, Classical.choice, Quot.sound]
'IsingRingPhaseSeparation.interface_excess' depends on axioms: [propext, Classical.choice, Quot.sound]
```

## A periodic cell at fixed composition

The sites are the elements of `ZMod N`, so site N − 1 has site 0 as its right neighbour. A configuration is the finite set `A` of plus sites, and `spin A i` is the spin sᵢ, equal to +1 on `A` and −1 elsewhere. The energy is

E = −J Σᵢ sᵢ sᵢ₊₁.

In alloy language, plus and minus are two species, `A.card = n` fixes the composition, and J > 0 means that like neighbours are favoured, with an unlike bond costing 2J more than a like one. The hypotheses 0 < n < N say that both species are present. They force N ≥ 2. At N = 2 the periodic sum counts the single pair twice, and the results hold with that convention.

The set `groundStates N J n` is defined by comparison: a member has n plus spins and an energy no higher than that of any other configuration with n plus spins. The shape of the minimisers is therefore a conclusion. The theorem `phase_separation` has three parts:

- `IsLeast` says that −JN + 4J is the energy of some configuration with n plus spins and a lower bound for all of them.
- The ground states are exactly the sets `block a n`, which consist of the sites a, a + 1, …, a + n − 1 taken around the ring.
- There are N ground states, with translated copies counted separately.

By `excitation_gap`, any other configuration with the same n has energy at least −JN + 8J. By `interface_excess`, a ground state lies 4J/N per site above the average of the uniform plus and minus rings, weighted by n/N and 1 − n/N.

For simulation practice, this gives the finite-size error of a mixing energy taken from a phase-separated cell, in a one-dimensional classical model with nearest-neighbour coupling only. Temperature, longer-ranged interactions and elastic strain do not enter.

## The energy counts left walls

Call a plus site a left wall if its left neighbour is minus. Let wᵢ be 1 if site i is a left wall and 0 otherwise, and let W = Σᵢ wᵢ, which is `(leftWalls A).card`. Every bond satisfies

sᵢ sᵢ₊₁ = 1 − 4wᵢ₊₁ + (sᵢ₊₁ − sᵢ).

There are four cases for the pair (sᵢ, sᵢ₊₁):

(+, +): 1 = 1 − 0 + 0
(−, −): 1 = 1 − 0 + 0
(−, +): −1 = 1 − 4 + 2
(+, −): −1 = 1 − 0 − 2

Summed around the ring, the bracket cancels, because Σᵢ sᵢ₊₁ and Σᵢ sᵢ contain the same terms. Likewise Σᵢ wᵢ₊₁ = W. Hence

Σᵢ sᵢ sᵢ₊₁ = N − 4W,
E = −JN + 4JW.

This is `energy_eq`. The two `by_cases` steps produce the four cases, `norm_num` checks them, and `Equiv.sum_comp` shifts the summation index.

## One left wall means one block

If both species are present, then W ≥ 1. Suppose there were no left wall. Then the left neighbour of every plus site would be plus. Starting from a plus site a, the sites a − 1, a − 2, … would all be plus, and they cover the ring, contradicting n < N. In `leftWalls_nonempty` this walk is the induction `walk`.

A block with 0 < n < N has exactly one left wall, its first site a. Any later site a + k, with 1 ≤ k < n, has the plus site a + k − 1 on its left. The site a − 1 is minus: if it were a + k for some 0 ≤ k < n, then k + 1 would be a multiple of N, although 1 ≤ k + 1 ≤ n < N. This is `leftWalls_block`. The lemma `label_inj` supplies the fact that different labels below N name different sites, and `card_block` uses it to show that a block of length n ≤ N has n sites.

Conversely, let e be the only left wall of a configuration with n plus sites. Write any plus site as x = e + k with 0 ≤ k < N. Unless x is e itself, its left neighbour is plus, and the same applies at each further step until e is reached. So e, e + 1, …, e + k are k + 1 different plus sites, which gives k + 1 ≤ n. Every plus site therefore lies in the block of length n starting at e. That block also has n sites, so the two sets are equal. In `exists_eq_block` the leftward steps are the induction `down`, and `Finset.eq_of_subset_of_card_le` turns inclusion and equal size into equality.

## Minimum, degeneracy and interface cost

Since W ≥ 1 and J > 0,

E = −JN + 4JW ≥ −JN + 4J,

and every block attains this value. A ground state can have no more energy than a block, so 4JW ≤ 4J. Dividing by 4J > 0 gives W ≤ 1, hence W = 1, and the configuration is a block. Different first sites give different blocks, because the first site is the block's only left wall, so there are N of them. In the code, `hblock` and `hmin` give the value and the bound, and `hinj` gives the count.

A configuration with n plus spins that is not a ground state is not a block, so W ≠ 1. Then W ≥ 2 and E ≥ −JN + 8J.

The uniform rings have W = 0 and energy −JN, which is −J per site whatever the size of the ring. Their weighted average is

(n/N)(−J) + (1 − n/N)(−J) = −J,

and the excess of a ground state is

(−JN + 4J)/N − (−J) = 4J/N.

The total excess 4J is the cost of two unlike bonds, one at each end of the block. It depends on neither n nor N, so the error per site falls off as 1/N.
